# Equal springs space a one-dimensional band uniformly on each side of its climbing image

In a climbing-image nudged elastic band calculation, one image is released from the springs so that it can move to the saddle point, while the springs still distribute the other images between it and the fixed ends. For a band on a line with equal springs of nonzero stiffness, the file below determines the positions at which the spring forces on those other images vanish, once the climbing image's position is given.

In Lean 4 with Mathlib:

```lean
import Mathlib

open Finset

namespace ClimbingImageSpacing

noncomputable section

/-- The force on interior image `i` of a band on a line, from two equal springs of
stiffness `k` joining it to its neighbours. -/
def springForce (k : ℝ) (x : ℕ → ℝ) (i : ℕ) : ℝ :=
  k * (x (i + 1) - x i) - k * (x i - x (i - 1))

/-- The total energy of the `N + 1` springs of a band with `N` interior images. -/
def springEnergy (k : ℝ) (x : ℕ → ℝ) (N : ℕ) : ℝ :=
  k / 2 * ∑ i ∈ range (N + 1), (x (i + 1) - x i) ^ 2

/-- A band with ends at `0` and `L` whose interior image `c` is the climbing image,
located at `s`. -/
structure IsClimbingBand (N c : ℕ) (L s : ℝ) (x : ℕ → ℝ) : Prop where
  start : x 0 = 0
  finish : x (N + 1) = L
  climb : x c = s
  one_le : 1 ≤ c
  le : c ≤ N

/-- The spring force vanishes on every interior image other than the climbing image. -/
def OthersRelaxed (k : ℝ) (N c : ℕ) (x : ℕ → ℝ) : Prop :=
  ∀ i, 1 ≤ i → i ≤ N → i ≠ c → springForce k x i = 0

/-- On a stretch of `m` springs starting at image `a`, the forces inside the stretch vanish
if and only if the images interpolate linearly between its two end images. -/
theorem stretch_relaxed_iff {k : ℝ} (hk : k ≠ 0) (x : ℕ → ℝ) (a m : ℕ) (hm : 1 ≤ m) :
    (∀ j, 1 ≤ j → j < m → springForce k x (a + j) = 0) ↔
      ∀ j ≤ m, x (a + j) = x a + j * ((x (a + m) - x a) / m) := by
  constructor
  · intro h
    -- force balance carries the first spacing along the stretch
    have step : ∀ j, j < m → x (a + j + 1) - x (a + j) = x (a + 1) - x a := by
      intro j
      induction j with
      | zero => intro _; rfl
      | succ j ih =>
        intro hj
        have h1 : k * (x (a + j + 2) - x (a + j + 1))
            - k * (x (a + j + 1) - x (a + j)) = 0 := h (j + 1) (by omega) hj
        have h2 : x (a + j + 2) - x (a + j + 1) = x (a + j + 1) - x (a + j) :=
          mul_left_cancel₀ hk (sub_eq_zero.1 h1)
        exact h2.trans (ih (by omega))
    have lin : ∀ j, j ≤ m → x (a + j) = x a + j * (x (a + 1) - x a) := by
      intro j
      induction j with
      | zero => intro _; simp
      | succ j ih =>
        intro hj
        have h1 := step j (by omega)
        have h2 := ih (by omega)
        change x (a + j + 1) = _
        push_cast
        linear_combination h1 + h2
    -- the end image fixes the common spacing
    have hm0 : (m : ℝ) ≠ 0 := by
      have : m ≠ 0 := by omega
      exact_mod_cast this
    have hD : (x (a + m) - x a) / m = x (a + 1) - x a := by
      rw [div_eq_iff hm0]
      linear_combination lin m le_rfl
    intro j hj
    rw [hD]
    exact lin j hj
  · intro h j h1 h2
    obtain ⟨i, rfl⟩ : ∃ i, j = i + 1 := ⟨j - 1, by omega⟩
    have e0 := h i (by omega)
    have e1 := h (i + 1) (by omega)
    have e2 := h (i + 2) (by omega)
    push_cast at e0 e1 e2
    change k * (x (a + (i + 2)) - x (a + (i + 1)))
      - k * (x (a + (i + 1)) - x (a + i)) = 0
    linear_combination k * e2 - 2 * k * e1 + k * e0

/-- All spring forces except that on the climbing image vanish if and only if the images
are uniformly spaced on each side of it, by `s / c` before and `(L - s) / (N + 1 - c)` after. -/
theorem othersRelaxed_iff {k L s : ℝ} {N c : ℕ} {x : ℕ → ℝ} (hk : k ≠ 0)
    (hb : IsClimbingBand N c L s x) :
    OthersRelaxed k N c x ↔
      (∀ i ≤ c, x i = i * s / c) ∧
      (∀ i, c ≤ i → i ≤ N + 1 → x i = s + (i - c) * (L - s) / (N + 1 - c)) := by
  obtain ⟨h0, hL, hs, hc1, hcN⟩ := hb
  obtain ⟨d, hd⟩ : ∃ d, N + 1 = c + d := ⟨N + 1 - c, by omega⟩
  have hdR : (N : ℝ) + 1 - c = d := by
    have h : ((N + 1 : ℕ) : ℝ) = ((c + d : ℕ) : ℝ) := by rw [hd]
    push_cast at h
    linarith
  -- the climbing image cuts the band into two independent stretches
  have A := stretch_relaxed_iff hk x 0 c hc1
  have B := stretch_relaxed_iff hk x c d (by omega)
  simp only [zero_add, h0, hs, sub_zero] at A
  rw [← hd, hL, hs] at B
  constructor
  · intro h
    refine ⟨fun i hi => ?_, fun i hi hi' => ?_⟩
    · have e := A.1 (fun j h1 h2 => h j h1 (by omega) (by omega)) i hi
      rw [e]; ring
    · obtain ⟨j, rfl⟩ := Nat.exists_eq_add_of_le hi
      have e := B.1 (fun j h1 h2 => h (c + j) (by omega) (by omega) (by omega)) j (by omega)
      rw [e, hdR]; push_cast; ring
  · rintro ⟨hl, hr⟩ i h1 h2 h3
    rcases lt_or_gt_of_ne h3 with h | h
    · exact A.2 (fun j hj => by rw [hl j hj]; ring) i h1 h
    · obtain ⟨j, rfl⟩ := Nat.exists_eq_add_of_le h.le
      exact B.2 (fun j hj => by
        rw [hr (c + j) (by omega) (by omega), hdR]; push_cast; ring) j (by omega) (by omega)

/-- When the other images are relaxed, the springs would pull on the climbing image with `k`
times the difference between the spacings after and before it. -/
theorem climbing_springForce {k L s : ℝ} {N c : ℕ} {x : ℕ → ℝ} (hk : k ≠ 0)
    (hb : IsClimbingBand N c L s x) (h : OthersRelaxed k N c x) :
    springForce k x c = k * ((L - s) / (N + 1 - c) - s / c) := by
  obtain ⟨hl, hr⟩ := (othersRelaxed_iff hk hb).1 h
  have hc1 := hb.one_le
  have hcN := hb.le
  obtain ⟨b, rfl⟩ : ∃ b, c = b + 1 := ⟨c - 1, by omega⟩
  have e0 := hl b (by omega)
  have e1 := hr (b + 1 + 1) (by omega) (by omega)
  have hb0 : (b : ℝ) + 1 ≠ 0 := by positivity
  have e : s - b * s / ((b : ℝ) + 1) = s / ((b : ℝ) + 1) := by
    rw [eq_div_iff hb0, sub_mul, div_mul_cancel₀ _ hb0]; ring
  change k * (x (b + 1 + 1) - x (b + 1)) - k * (x (b + 1) - x b) = _
  rw [e1, hb.climb, e0]
  push_cast
  linear_combination (-k) * e

/-- With the other images relaxed, the spring force on the climbing image vanishes
if and only if that image sits at the fraction `c / (N + 1)` of the band length. -/
theorem climbing_springForce_eq_zero_iff {k L s : ℝ} {N c : ℕ} {x : ℕ → ℝ} (hk : k ≠ 0)
    (hb : IsClimbingBand N c L s x) (h : OthersRelaxed k N c x) :
    springForce k x c = 0 ↔ s = c * L / (N + 1) := by
  have hc : (c : ℝ) ≠ 0 := by
    have h1 := hb.one_le
    have : c ≠ 0 := by omega
    exact_mod_cast this
  have hd : (N : ℝ) + 1 - c ≠ 0 := by
    have : (c : ℝ) ≤ N := by exact_mod_cast hb.le
    linarith
  have hN : (N : ℝ) + 1 ≠ 0 := by positivity
  rw [climbing_springForce hk hb h, mul_eq_zero, or_iff_right hk, sub_eq_zero,
    div_eq_div_iff hd hc, eq_div_iff hN]
  constructor <;> intro e <;> linear_combination -e

/-- A uniformly spaced stretch has the least sum of squared spacings among all stretches
with the same end images. -/
theorem uniform_stretch_le (x y : ℕ → ℝ) (a m : ℕ) (D : ℝ)
    (hD : ∀ j < m, x (a + j + 1) - x (a + j) = D)
    (ha : y a = x a) (hm : y (a + m) = x (a + m)) :
    ∑ j ∈ range m, (x (a + j + 1) - x (a + j)) ^ 2 ≤
      ∑ j ∈ range m, (y (a + j + 1) - y (a + j)) ^ 2 := by
  have tel : ∀ z : ℕ → ℝ, ∑ j ∈ range m, (z (a + j + 1) - z (a + j)) = z (a + m) - z a :=
    fun z => Finset.sum_range_sub (fun j => z (a + j)) m
  -- a square lies above its tangent line at the uniform spacing
  have key : 0 ≤ ∑ j ∈ range m, ((y (a + j + 1) - y (a + j)) ^ 2
      - (x (a + j + 1) - x (a + j)) ^ 2
      - 2 * D * ((y (a + j + 1) - y (a + j)) - (x (a + j + 1) - x (a + j)))) := by
    refine Finset.sum_nonneg fun j hj => ?_
    rw [hD j (Finset.mem_range.1 hj)]
    nlinarith [sq_nonneg (y (a + j + 1) - y (a + j) - D)]
  rw [Finset.sum_sub_distrib, Finset.sum_sub_distrib, ← Finset.mul_sum,
    Finset.sum_sub_distrib, tel y, tel x, ha, hm] at key
  linarith

/-- A band whose other images are relaxed has the least spring energy among all bands with
the same ends and the same climbing image position. -/
theorem relaxed_springEnergy_le {k L s : ℝ} {N c : ℕ} {x y : ℕ → ℝ} (hk : 0 < k)
    (hx : IsClimbingBand N c L s x) (hy : IsClimbingBand N c L s y)
    (h : OthersRelaxed k N c x) : springEnergy k x N ≤ springEnergy k y N := by
  obtain ⟨hl, hr⟩ := (othersRelaxed_iff hk.ne' hx).1 h
  have hcN := hx.le
  obtain ⟨d, hd⟩ : ∃ d, N + 1 = c + d := ⟨N + 1 - c, by omega⟩
  have h1 := uniform_stretch_le x y 0 c (s / c)
    (fun j hj => by
      rw [zero_add, hl (j + 1) (by omega), hl j (by omega)]; push_cast; ring)
    (by rw [hx.start, hy.start]) (by rw [zero_add, hx.climb, hy.climb])
  have h2 := uniform_stretch_le x y c d ((L - s) / (N + 1 - c))
    (fun j hj => by
      rw [hr (c + j + 1) (by omega) (by omega), hr (c + j) (by omega) (by omega)]
      push_cast; ring)
    (by rw [hx.climb, hy.climb]) (by rw [← hd, hx.finish, hy.finish])
  simp only [zero_add] at h1
  unfold springEnergy
  rw [hd, Finset.sum_range_add, Finset.sum_range_add]
  exact mul_le_mul_of_nonneg_left (add_le_add h1 h2) (by positivity)

end

end ClimbingImageSpacing
```

```lean
#print axioms ClimbingImageSpacing.climbing_springForce_eq_zero_iff
#print axioms ClimbingImageSpacing.relaxed_springEnergy_le
```

```
'ClimbingImageSpacing.climbing_springForce_eq_zero_iff' depends on axioms: [propext, Classical.choice, Quot.sound]
'ClimbingImageSpacing.relaxed_springEnergy_le' depends on axioms: [propext, Classical.choice, Quot.sound]
```

## Two spacings from force balance

The band has images x_0, x_1, …, x_{N+1}, with x_0 = 0 and x_{N+1} = L. The climbing image has index c, where 1 ≤ c ≤ N, and sits at x_c = s. Write D_i = x_{i+1} − x_i for the spacing after image i. Two springs of stiffness k act on an interior image, with net force

F_i = k (x_{i+1} − x_i) − k (x_i − x_{i−1}) = k (D_i − D_{i−1}).

Suppose F_i = 0 for every interior i except c. Since k ≠ 0, each of these equations says D_i = D_{i−1}. The equations with i < c make the c spacings before the climbing image equal, and those with i > c make the N + 1 − c spacings after it equal. No equation links the two groups, because the one at i = c is absent.

The spacings before the climbing image add up to s and those after it to L − s, so

D_0 = … = D_{c−1} = s/c,

D_c = … = D_N = (L − s)/(N + 1 − c).

Adding up spacings from the left end, and then from the climbing image, gives

x_i = i s/c for i ≤ c,

x_i = s + (i − c)(L − s)/(N + 1 − c) for c ≤ i ≤ N + 1.

Conversely, if the images have these positions, adjacent spacings agree at every interior image other than c, and the forces there vanish.

A slip to watch for is dividing L − s by N − c, the number of interior images after c. The divisor is the number of springs, which is one larger.

## The force withheld from the climbing image

With the others relaxed, the springs would exert on the climbing image the force

F_c = k ((L − s)/(N + 1 − c) − s/c).

It vanishes exactly when c(L − s) = s(N + 1 − c), that is, when s = cL/(N + 1). At any other position, spring balance on all interior images would conflict with holding the climbing image at s.

For example, take N = 5, L = 6, c = 4 and s = 2. The spacings are 1/2 before the climbing image and 2 after it, and the withheld force is 3k/2, directed towards the far end. Acting on the climbing image, the springs would draw it away from s = 2; with all interior images free, it would balance at 4.

## Least spring energy

The spring energy is (k/2) Σ D_i². Compare the relaxed band with any band that has the same ends and the same climbing position, and call the second band's spacings d_i. On one side of the climbing image, let D be the uniform spacing. From (d_i − D)² ≥ 0,

d_i² ≥ D² + 2D(d_i − D).

Summed over that side, the last term vanishes, because both sets of spacings add up to the same distance. Adding the two sides and multiplying by k/2, with k > 0, shows that the relaxed band has the least spring energy.

## What the definitions encode

The positions are a function `x : ℕ → ℝ`, of which only the values from 0 to N + 1 matter. `IsClimbingBand` records the two ends, the climbing position and the bounds on c. `OthersRelaxed` demands zero `springForce` at each index from 1 to N other than c. When N = 1 there is no such index, and the formulas merely return the three given positions.

The main equivalence is `othersRelaxed_iff`. It assumes `k ≠ 0`, which stands for springs that are actually present. If k = 0, the equivalence can fail: with N = 2, c = 1, L = 3 and s = 1, the position x_2 = 5 gives zero force, although uniform spacing requires x_2 = 2. The energy comparison assumes `0 < k`, the physical case in which stretching a spring costs energy.

The position s is an input, and it may be any real number, even outside the interval from 0 to L. The model contains no potential energy surface, so it neither locates a saddle nor describes the climbing image's motion. The forces use signed differences along a line, whereas a nudged elastic band in many dimensions applies the spring force along a local tangent, and commonly computes it from distances between neighbouring images. Within this one-dimensional, equal-spring model, the result shows that a climbing image held between the two ends, but not at cL/(N + 1), leaves one side of the path more coarsely sampled than the other.

## How the proof follows the force balance

`stretch_relaxed_iff` treats a stretch of m springs starting at image a. In the forward direction, `step` carries the first spacing along by induction, cancelling k at each image. Then `lin` adds the spacings, and `hD` identifies the common spacing from the end images. In the reverse direction, the linear formula at three successive images is combined with weights k, −2k and k, which gives zero force on the middle one.

`othersRelaxed_iff` writes N + 1 = c + d and applies that lemma twice: to the c springs from image 0 and to the d springs from image c. The exemption of image c is what makes the two stretches independent.

`climbing_springForce` inserts the positions of the climbing image's two neighbours into the force, and `climbing_springForce_eq_zero_iff` clears the denominators to find the balance point.

For the energy, `uniform_stretch_le` proves the inequality on one side: `key` sums the tangent-line bound, and `tel` telescopes the spacings so that the linear term disappears. `relaxed_springEnergy_le` splits the total sum at the climbing image and adds the two inequalities.
